# A two-level trial state with constant energy whose Hellmann-Feynman force does work −2π sin a around the unit circle

Move a molecule around a closed path in its configuration space, with an approximate wave function at each geometry, and add up the work done by the Hellmann-Feynman force. If the energy is the same all the way round, one might expect no work. A two-level model shows that this expectation can fail. Its Hamiltonian and its trial state at the point \((\cos t,\sin t)\) are

\[
H(x,y)=\begin{pmatrix}x&y\\y&-x\end{pmatrix},\qquad
\psi_a(t)=\begin{pmatrix}\cos\frac{t+a}{2}\\[2pt]\sin\frac{t+a}{2}\end{pmatrix}.
\]

The angle \(a\) is the same at every geometry. After one turn the vector \(\psi_a\) has changed sign, which leaves the physical state, its energy and the force unchanged. At \(a=0\) the trial state is the upper eigenvector, with energy \(1\), and at \(a=\pi\) it is the ground state, with energy \(-1\); a departure of \(a\) from the value for the intended eigenstate stands for a constant error of the trial state. With the force \(F=-\langle\psi_a,\nabla H\,\psi_a\rangle\), the energy \(E\) and the work \(W\) over one turn are

\[
E=\cos a,\qquad W=-2\pi\sin a .
\]

For this family of trial states, the work vanishes exactly when \(\psi_a(t)\) is an eigenvector at every point of the circle.

## Codes that use the bare Hellmann-Feynman force

A variational Monte Carlo code may pass this force to a geometry optimiser or a dynamics integrator, or integrate it to obtain energy differences. Each use treats it as minus the gradient of an energy. In this two-level model with a fixed offset, that is wrong whenever \(\sin a\neq0\): the force omits the contribution from the trial state's own change with geometry.

## From half angles to the loop work

Write \(\theta=(t+a)/2\). For any \(x,y\),

\[
\langle\psi_a,H(x,y)\psi_a\rangle
=x(\cos^2\theta-\sin^2\theta)+2y\sin\theta\cos\theta
=x\cos(t+a)+y\sin(t+a).
\]

At \((\cos t,\sin t)\) this is \(\cos\big(t-(t+a)\big)=\cos a\). Since \(\partial_xH=H(1,0)\) and \(\partial_yH=H(0,1)\), the same formula gives \(F_x=-\cos(t+a)\) and \(F_y=-\sin(t+a)\). Along the unit tangent \((-\sin t,\cos t)\),

\[
-F_x\sin t+F_y\cos t=\cos(t+a)\sin t-\sin(t+a)\cos t=-\sin a .
\]

Integrating from \(t_0\) to \(t_1\) gives \(-(t_1-t_0)\sin a\), hence \(W\).

For the eigenvector condition, multiply out on the circle:

\[
H\psi_a=\begin{pmatrix}\cos(t-\theta)\\\sin(t-\theta)\end{pmatrix}=\psi_{-a},
\]

because \(t-\theta=(t-a)/2=\theta-a\). If \(\psi_{-a}=\lambda\psi_a\), then

\[
\sin a=\sin\theta\cos(\theta-a)-\cos\theta\sin(\theta-a)=0 .
\]

Conversely, if \(\sin a=0\), the addition formulas give \(\psi_{-a}=\cos a\,\psi_a\).

Applying \(H\) twice restores \(\psi_a\), which has norm 1, so \(\langle H^2\rangle=1\). The energy variance is \(1-\cos^2a=\sin^2a\), and \(W^2=(2\pi)^2\sin^2a\) is \((2\pi)^2\) times that variance.

Finally, suppose \(F=-\nabla V\) on the circle. Then \(V(\cos t,\sin t)\) has derivative \(\sin a\) and changes by \(2\pi\sin a\) in one turn. It must also return to its starting value, so \(\sin a=0\).

## Numbers for a = 5π/6

At \(t=0\) the trial state is \((\cos75^\circ,\sin75^\circ)\approx(0.2588,0.9659)\). Its energy is \(0.0670-0.9330=-0.8660\), against the ground-state value \(-1\). The force is \((0.8660,-0.5)\) and the tangent is \((0,1)\), so the tangential force is \(-0.5\). One turn gives \(W=-\pi\). The variance is \(0.25\), and \((2\pi)^2\cdot0.25=\pi^2=W^2\).

## The Lean file

```lean
import Mathlib

open Real Matrix

namespace HellmannFeynmanWork

noncomputable section

/-- The two-level Hamiltonian with real parameters `x` and `y`. -/
def ham (x y : ℝ) : Matrix (Fin 2) (Fin 2) ℝ := !![x, y; y, -x]

/-- The matrix `∂H/∂x`. -/
def gradX : Matrix (Fin 2) (Fin 2) ℝ := !![1, 0; 0, -1]

/-- The matrix `∂H/∂y`. -/
def gradY : Matrix (Fin 2) (Fin 2) ℝ := !![0, 1; 1, 0]

/-- The trial vector used at the point `(cos t, sin t)`, with offset angle `a`. -/
def trial (a t : ℝ) : Fin 2 → ℝ := ![cos ((t + a) / 2), sin ((t + a) / 2)]

/-- The variational energy of the trial vector at the point `(cos t, sin t)`. -/
def energy (a t : ℝ) : ℝ := trial a t ⬝ᵥ ham (cos t) (sin t) *ᵥ trial a t

/-- The energy variance `⟨H²⟩ - ⟨H⟩²` of the trial vector at `(cos t, sin t)`. -/
def variance (a t : ℝ) : ℝ :=
  trial a t ⬝ᵥ (ham (cos t) (sin t) * ham (cos t) (sin t)) *ᵥ trial a t - energy a t ^ 2

/-- The trial vector is an eigenvector of the Hamiltonian at `(cos t, sin t)`. -/
def IsEigen (a t : ℝ) : Prop :=
  ∃ E : ℝ, ham (cos t) (sin t) *ᵥ trial a t = E • trial a t

/-- The `x` component of the Hellmann-Feynman force at `(cos t, sin t)`. -/
def forceX (a t : ℝ) : ℝ := -(trial a t ⬝ᵥ gradX *ᵥ trial a t)

/-- The `y` component of the Hellmann-Feynman force at `(cos t, sin t)`. -/
def forceY (a t : ℝ) : ℝ := -(trial a t ⬝ᵥ gradY *ᵥ trial a t)

/-- The work of the Hellmann-Feynman force along the unit circle from angle `t₀` to `t₁`;
the velocity of the point `(cos t, sin t)` is `(-sin t, cos t)`. -/
def work (a t₀ t₁ : ℝ) : ℝ :=
  ∫ t in t₀..t₁, (forceX a t * -sin t + forceY a t * cos t)

/-- The matrices `gradX` and `gradY` are, entry by entry, the partial derivatives of the
Hamiltonian. -/
theorem ham_hasDerivAt (x y : ℝ) (i j : Fin 2) :
    HasDerivAt (fun s => ham s y i j) (gradX i j) x ∧
      HasDerivAt (fun s => ham x s i j) (gradY i j) y := by
  fin_cases i <;> fin_cases j
  · exact ⟨hasDerivAt_id x, hasDerivAt_const y x⟩
  · exact ⟨hasDerivAt_const x y, hasDerivAt_id y⟩
  · exact ⟨hasDerivAt_const x y, hasDerivAt_id y⟩
  · exact ⟨(hasDerivAt_id x).neg, hasDerivAt_const y (-x)⟩

/-- The expectation value of `H(x, y)` in the trial vector is `x cos(t+a) + y sin(t+a)`. -/
theorem expectation (a t x y : ℝ) :
    trial a t ⬝ᵥ ham x y *ᵥ trial a t = x * cos (t + a) + y * sin (t + a) := by
  -- double-angle formulas turn the half angles into full ones
  have hc : cos (t + a) = cos ((t + a) / 2) ^ 2 - sin ((t + a) / 2) ^ 2 := by
    rw [← Real.cos_two_mul']
    congr 1
    ring
  have hs : sin (t + a) = 2 * sin ((t + a) / 2) * cos ((t + a) / 2) := by
    rw [← Real.sin_two_mul]
    congr 1
    ring
  rw [hc, hs]
  simp [trial, ham, Matrix.mulVec, dotProduct, Fin.sum_univ_two]
  ring

/-- On the unit circle the Hamiltonian maps the trial vector with offset `a` to the one with
offset `-a`. -/
theorem ham_mulVec_trial (a t : ℝ) :
    ham (cos t) (sin t) *ᵥ trial a t = trial (-a) t := by
  have h0 : cos ((t + -a) / 2)
      = cos t * cos ((t + a) / 2) + sin t * sin ((t + a) / 2) := by
    rw [← Real.cos_sub]
    congr 1
    ring
  have h1 : sin ((t + -a) / 2)
      = sin t * cos ((t + a) / 2) - cos t * sin ((t + a) / 2) := by
    rw [← Real.sin_sub]
    congr 1
    ring
  have h : trial (-a) t = ![cos t * cos ((t + a) / 2) + sin t * sin ((t + a) / 2),
      sin t * cos ((t + a) / 2) - cos t * sin ((t + a) / 2)] := by
    unfold trial
    rw [h0, h1]
  rw [h]
  ext i
  fin_cases i <;> simp [trial, ham, Matrix.mulVec, dotProduct, Fin.sum_univ_two]
  ring

/-- The trial vector is an eigenvector at a point of the unit circle exactly when
`sin a = 0`. -/
theorem isEigen_iff (a t : ℝ) : IsEigen a t ↔ sin a = 0 := by
  unfold IsEigen
  rw [ham_mulVec_trial]
  constructor
  · rintro ⟨E, hE⟩
    have h0 : cos ((t + -a) / 2) = E * cos ((t + a) / 2) := congrFun hE 0
    have h1 : sin ((t + -a) / 2) = E * sin ((t + a) / 2) := congrFun hE 1
    -- the determinant of the two vectors is `sin a`
    have h : sin a = sin ((t + a) / 2) * cos ((t + -a) / 2)
        - cos ((t + a) / 2) * sin ((t + -a) / 2) := by
      rw [← Real.sin_sub]
      congr 1
      ring
    rw [h, h0, h1]
    ring
  · intro h
    have e : (t + -a) / 2 = (t + a) / 2 - a := by ring
    have k0 : cos ((t + -a) / 2) = cos a * cos ((t + a) / 2) := by
      rw [e, Real.cos_sub, h]
      ring
    have k1 : sin ((t + -a) / 2) = cos a * sin ((t + a) / 2) := by
      rw [e, Real.sin_sub, h]
      ring
    refine ⟨cos a, ?_⟩
    ext i
    fin_cases i
    · exact k0
    · exact k1

/-- The component of the Hellmann-Feynman force along the circle is `-sin a` at every
point. -/
theorem tangential_force (a t : ℝ) :
    forceX a t * -sin t + forceY a t * cos t = -sin a := by
  have hx : gradX = ham 1 0 := by simp [gradX, ham]
  have hy : gradY = ham 0 1 := by simp [gradY, ham]
  have h : sin a = sin (t + a) * cos t - cos (t + a) * sin t := by
    rw [← Real.sin_sub]
    congr 1
    ring
  rw [forceX, forceY, hx, hy, expectation, expectation]
  linear_combination h

/-- The work of the Hellmann-Feynman force along an arc is `-sin a` times the angle swept. -/
theorem work_arc (a t₀ t₁ : ℝ) : work a t₀ t₁ = -(t₁ - t₀) * sin a := by
  unfold work
  simp_rw [tangential_force]
  rw [intervalIntegral.integral_const, smul_eq_mul]
  ring

/-- The variational energy is `cos a` all around the unit circle, yet the Hellmann-Feynman
force does work `-2π sin a` in one turn. This work vanishes exactly when the trial vector is an
eigenvector at every point of the circle. -/
theorem hellmannFeynman_loop_work (a : ℝ) :
    (∀ t, energy a t = cos a) ∧ work a 0 (2 * π) = -2 * π * sin a ∧
      (work a 0 (2 * π) = 0 ↔ ∀ t, IsEigen a t) := by
  have hw : work a 0 (2 * π) = -2 * π * sin a := by
    rw [work_arc]
    ring
  refine ⟨fun t => ?_, hw, ?_⟩
  · rw [energy, expectation, ← Real.cos_sub, show t - (t + a) = -a by ring, Real.cos_neg]
  · rw [hw]
    constructor
    · intro h t
      have hp : -2 * π ≠ 0 := mul_ne_zero (by norm_num) Real.pi_ne_zero
      exact (isEigen_iff a t).2 ((mul_eq_zero.1 h).resolve_left hp)
    · intro h
      rw [(isEigen_iff a 0).1 (h 0), mul_zero]

/-- The squared work around the circle is `(2π)²` times the energy variance of the trial vector
at any point of the circle. -/
theorem loop_work_sq_eq_variance (a t : ℝ) :
    work a 0 (2 * π) ^ 2 = (2 * π) ^ 2 * variance a t := by
  have hn : trial a t ⬝ᵥ trial a t = 1 := by
    simp only [trial, dotProduct, Fin.sum_univ_two, Matrix.cons_val_zero, Matrix.cons_val_one]
    linear_combination Real.sin_sq_add_cos_sq ((t + a) / 2)
  -- applying `H` twice restores the trial vector, so `⟨H²⟩ = 1`
  have hv : variance a t = 1 - cos a ^ 2 := by
    rw [variance, ← Matrix.mulVec_mulVec, ham_mulVec_trial, ham_mulVec_trial, neg_neg, hn,
      (hellmannFeynman_loop_work a).1 t]
  rw [hv, (hellmannFeynman_loop_work a).2.1]
  linear_combination (2 * π) ^ 2 * Real.sin_sq_add_cos_sq a

/-- If `sin a ≠ 0`, no potential on the plane has the Hellmann-Feynman force as its negative
gradient at all points of the unit circle. -/
theorem no_potential (a : ℝ) (ha : sin a ≠ 0) :
    ¬ ∃ V : ℝ × ℝ → ℝ, ∀ t : ℝ, HasFDerivAt V
      (-(forceX a t • ContinuousLinearMap.fst ℝ ℝ ℝ
        + forceY a t • ContinuousLinearMap.snd ℝ ℝ ℝ)) (cos t, sin t) := by
  rintro ⟨V, hV⟩
  -- along the circle the potential would climb at the constant rate `sin a`
  have hg : ∀ t : ℝ, HasDerivAt (fun s : ℝ => V (cos s, sin s)) (sin a) t := by
    intro t
    have hc := (Real.hasDerivAt_cos t).prodMk (Real.hasDerivAt_sin t)
    have h := (hV t).comp_hasDerivAt t hc
    refine HasDerivAt.congr_deriv h ?_
    change -(forceX a t * -sin t + forceY a t * cos t) = sin a
    rw [tangential_force, neg_neg]
  -- but it must return to its value after a full turn
  have h := intervalIntegral.integral_eq_sub_of_hasDerivAt (a := 0) (b := 2 * π)
    (fun t _ => hg t) (continuous_const.intervalIntegrable _ _)
  simp only [intervalIntegral.integral_const, Real.cos_two_pi, Real.sin_two_pi, Real.cos_zero,
    Real.sin_zero, sub_self, sub_zero, smul_eq_mul] at h
  exact ha ((mul_eq_zero.1 h).resolve_left Real.two_pi_pos.ne')

end

end HellmannFeynmanWork
```

```lean
#print axioms HellmannFeynmanWork.ham_hasDerivAt
-- 'HellmannFeynmanWork.ham_hasDerivAt' depends on axioms: [propext, Classical.choice, Quot.sound]
#print axioms HellmannFeynmanWork.hellmannFeynman_loop_work
-- 'HellmannFeynmanWork.hellmannFeynman_loop_work' depends on axioms: [propext, Classical.choice, Quot.sound]
#print axioms HellmannFeynmanWork.loop_work_sq_eq_variance
-- 'HellmannFeynmanWork.loop_work_sq_eq_variance' depends on axioms: [propext, Classical.choice, Quot.sound]
#print axioms HellmannFeynmanWork.no_potential
-- 'HellmannFeynmanWork.no_potential' depends on axioms: [propext, Classical.choice, Quot.sound]
```

## What the theorems fix, and for which model

`trial`, `ham`, `energy` and `variance` are the objects above, with real vectors and the ordinary dot product `⬝ᵥ`. `forceX` and `forceY` carry the minus sign, and `work` is the line integral, counterclockwise for \(t_0<t_1\). `ham_hasDerivAt` confirms that `gradX` and `gradY` are the entrywise derivatives of \(H\).

`expectation` is the double-angle step, and `tangential_force` applies it to both gradient matrices. `work_arc` then integrates a constant. `ham_mulVec_trial` and `isEigen_iff` settle the eigenvector condition, and `hellmannFeynman_loop_work` combines these results for every real \(a\). `loop_work_sq_eq_variance` uses \(H^2\psi_a=\psi_a\). `no_potential` combines the chain rule with the fundamental theorem of calculus; when \(\sin a\neq0\), it excludes any `V` on the plane with the required derivative at all points of the circle, however `V` behaves elsewhere.

The guarantee concerns this Hamiltonian, this circle and an offset independent of \(t\). Expectation values are exact, so sampling noise and estimator bias do not enter. The proportionality between squared work and variance is established for this model only and gives no general error estimate for forces.
